# The Pfaffian of a sum as a signed sum over complementary blocks

Let $A$ and $B$ be antisymmetric $m\times m$ matrices with entries in a commutative ring. Then

$$\mathrm{Pf}(A+B)=\sum_{|S|\ \mathrm{even}}(-1)^{\sum_{s\in S}s+|S|/2}\,\mathrm{Pf}(A_S)\,\mathrm{Pf}(B_T),$$

where the row labels $1,\dots,m$ are called levels, $S$ runs over sets of levels, $T$ is the complement of $S$, $A_S$ keeps the rows and columns in $S$, and the empty Pfaffian is one. Writing $-|S|/2$ in the exponent gives the same sign.

In a free-fermion (Gaussian) state, the expectation value of a product of distinct Majorana operators is, up to a phase convention, a Pfaffian of pair contractions; the formula expands it when the contraction matrix is a sum of two antisymmetric parts. Each level then labels one Majorana operator, not an energy level.

## Pairing off the lowest level

For a finite set $U$ of levels, let $b_U(j)$ be the number of elements of $U$ below $j$, and write $\mathrm{Pf}_U(A)$ for $\mathrm{Pf}(A_U)$. If $i$ lies below all of $U$, expansion along the first row reads

$$\mathrm{Pf}_{\{i\}\cup U}(A)=\sum_{j\in U}(-1)^{b_U(j)}A_{ij}\,\mathrm{Pf}_{U\setminus j}(A).$$

Let $c(S,T)$ count the crossings between $S$ and $T$, meaning the pairs $s\in S$, $t\in T$ with $t<s$. We first show that

$$\mathrm{Pf}_U(A+B)=\sum_{S\subseteq U}(-1)^{c(S,U\setminus S)}\,\mathrm{Pf}_S(A)\,\mathrm{Pf}_{U\setminus S}(B).$$

For $U=\emptyset$ both sides are one. Assume the identity for each $U\setminus j$, and add a level $i$ below $U$. On the left, the expansion gives terms with coefficient $(-1)^{b_U(j)}(A_{ij}+B_{ij})$. On the right, take $S\subseteq U$ and $T=U\setminus S$, so that $b_U=b_S+b_T$.

- If $i$ joins $S$, it creates no crossing. Its partner $j\in S$ brings the sign exponent $b_S(j)$, and $c(S,T)=c(S\setminus j,T)+b_T(j)$. The total is $c(S\setminus j,T)+b_U(j)$.
- If $i$ joins $T$, it creates $|S|$ crossings. Its partner $j\in T$ brings $b_T(j)$, and $c(S,T)=c(S,T\setminus j)+|S|-b_S(j)$. The total is $c(S,T\setminus j)+b_U(j)$ modulo 2.

These are the $A_{ij}$ and $B_{ij}$ terms on the left, once the sums over $j$ and $S$ are exchanged.

Odd sets contribute nothing: each expansion removes two levels, and a single level has no partner. For $|S|=2k$ and $T$ the complement in $1,\dots,m$, counting the levels below each $s\in S$ gives

$$\sum_{s\in S}(s-1)=c(S,S)+c(S,T),\qquad c(S,S)=k(2k-1).$$

Hence $c(S,T)=\sum_{s\in S} s-2k^2-k$, which has the parity of $\sum_{s\in S} s+k$.

## Noncommuting entries break the formula

Take four levels, with $A_{34}=x$ and $B_{12}=y$ the only nonzero entries above the diagonals. The same row expansion gives $\mathrm{Pf}(A+B)=yx$, while the right-hand side has the single term $S=\{3,4\}$, equal to $xy$. If $x$ and $y$ do not commute, the two differ.

## Levels, crossings and the recursive Pfaffian

Levels form any linearly ordered type `ι`, and entries lie in a commutative ring `R`; neither division nor characteristic zero is needed.

In Lean 4 with Mathlib:

```lean
import Mathlib

open Finset

namespace PfaffianOfSum

noncomputable section

variable {ι κ R : Type*} [LinearOrder ι] [LinearOrder κ] [CommRing R]
```

The functions `below` and `crossings` are $b_S(j)$ and $c(S,T)$.

```lean
/-- The number of levels in `S` that lie below `j`. -/
def below (S : Finset ι) (j : ι) : ℕ := (S.filter (· < j)).card

/-- The number of pairs `s ∈ S`, `t ∈ T` with `t < s`. -/
def crossings (S T : Finset ι) : ℕ := ∑ s ∈ S, below T s
```

The Pfaffian is defined by the row expansion, which terminates because the set shrinks.

```lean
/-- The Pfaffian of `A` restricted to the levels in `S`, by expansion along the first row:
the lowest level is paired with each other level `j` in turn. -/
def pfOn (A : Matrix ι ι R) (S : Finset ι) : R :=
  if h : S.Nonempty then
    ∑ j ∈ S.erase (S.min' h), (-1) ^ below (S.erase (S.min' h)) j * A (S.min' h) j *
      pfOn A ((S.erase (S.min' h)).erase j)
  else 1
termination_by S.card
decreasing_by
  exact (card_le_card (erase_subset _ _)).trans_lt (card_erase_lt_of_mem (S.min'_mem h))
```

Only entries above the diagonal are read. Antisymmetry is therefore not a hypothesis: an antisymmetric matrix is determined by these entries, except for its diagonal, which is never used.

```lean
/-- The Pfaffian of an `m × m` matrix, read from its entries above the diagonal. -/
def pfaffian {m : ℕ} (A : Matrix (Fin m) (Fin m) R) : R := pfOn A univ
```

The matrix $A_S$ is a genuine submatrix, its levels renumbered in increasing order.

```lean
/-- The submatrix `A_S` with rows and columns in `S`, kept in increasing order. -/
def block {m : ℕ} (A : Matrix (Fin m) (Fin m) R) (S : Finset (Fin m)) :
    Matrix (Fin S.card) (Fin S.card) R :=
  A.submatrix (S.orderEmbOfFin rfl) (S.orderEmbOfFin rfl)
```

The induction principle matches the expansion: remove the lowest level and one partner.

```lean
/-- Induction on sets of levels: a property holds for every finite set if it holds for the empty set
and if it holds for a nonempty set whenever it holds after removal of the lowest level together with
each possible partner. -/
@[elab_as_elim]
theorem pair_induction {p : Finset ι → Prop} (S : Finset ι) (empty : p ∅)
    (step : ∀ i S, (∀ k ∈ S, i < k) → (∀ j ∈ S, p (S.erase j)) → p (insert i S)) : p S := by
  induction S using Finset.strongInduction with
  | H S ih =>
    rcases S.eq_empty_or_nonempty with rfl | h
    · exact empty
    · have key := step (S.min' h) (S.erase (S.min' h))
        (fun k hk => S.min'_lt_of_mem_erase_min' h hk)
        (fun j _ => ih _ ((erase_subset _ _).trans_ssubset (erase_ssubset (S.min'_mem h))))
      rwa [insert_erase (S.min'_mem h)] at key
```

The next two lemmas turn the definition into the rules used by hand.

```lean
/-- The empty Pfaffian is one. -/
theorem pfOn_empty (A : Matrix ι ι R) : pfOn A ∅ = 1 := by
  rw [pfOn, dif_neg Finset.not_nonempty_empty]

/-- First-row expansion of the Pfaffian when `i` lies below all levels of `S`. -/
theorem pfOn_insert (A : Matrix ι ι R) {i : ι} {S : Finset ι} (hi : ∀ k ∈ S, i < k) :
    pfOn A (insert i S) = ∑ j ∈ S, (-1) ^ below S j * A i j * pfOn A (S.erase j) := by
  have hn : (insert i S).Nonempty := insert_nonempty i S
  have hm : (insert i S).min' hn = i := by
    apply le_antisymm (min'_le _ _ (mem_insert_self i S))
    apply Finset.le_min'
    intro k hk
    rcases mem_insert.1 hk with h | h
    · exact h.ge
    · exact (hi k h).le
  have hS : i ∉ S := fun h => lt_irrefl i (hi i h)
  rw [pfOn, dif_pos hn, hm, erase_insert hS]
```

Adding $j$ to the second set creates $|S|-b_S(j)$ crossings; the lemma moves $b_S(j)$ to the other side to avoid subtraction of natural numbers.

```lean
/-- How the number of crossings changes when a new level `j` joins the second set. -/
theorem crossings_insert {S T : Finset ι} {j : ι} (hS : j ∉ S) (hT : j ∉ T) :
    crossings S (insert j T) + below S j = S.card + crossings S T := by
  rw [card_eq_sum_ones S]
  simp only [crossings, below, card_filter]
  rw [← sum_add_distrib, ← sum_add_distrib]
  refine sum_congr rfl fun k hk => ?_
  rw [sum_insert hT]
  have hne : k ≠ j := fun h => hS (h ▸ hk)
  rcases lt_or_gt_of_ne hne with h | h
  · rw [if_neg (lt_asymm h), if_pos h]; ring
  · rw [if_pos h, if_neg (lt_asymm h)]; ring
```

## The sum rule with crossing signs

In the proof, `h1` treats the lowest level paired through $B$, and `h2` through $A$. In each, `omega` establishes the count `e`, which becomes an identity of signs `s`, and `linear_combination` multiplies it by the matrix factors. `Finset.sum_comm'` exchanges the sums over partner and subset; in `h2`, `Finset.sum_nbij'` then replaces $S$ by $S\setminus j$.

```lean
/-- Pfaffian of a sum on any finite set of levels, each splitting of the levels being
weighted by the parity of its crossings. -/
theorem pfOn_add (A B : Matrix ι ι R) (U : Finset ι) :
    pfOn (A + B) U =
      ∑ S ∈ U.powerset, (-1) ^ crossings S (U \ S) * pfOn A S * pfOn B (U \ S) := by
  induction U using pair_induction with
  | empty => simp [pfOn_empty, crossings]
  | step i U hi ih =>
    have hiU : i ∉ U := fun h => lt_irrefl i (hi i h)
    have split : ∀ S ⊆ U, ∀ j, below U j = below S j + below (U \ S) j := by
      intro S hS j
      simp only [below, card_filter]
      rw [add_comm]
      exact (sum_sdiff hS).symm
    have zero : ∀ S ⊆ U, below S i = 0 := fun S hS =>
      card_eq_zero.2 (filter_eq_empty_iff.2 fun k hk => lt_asymm (hi k (hS hk)))
    -- the lowest level is paired through `B`
    have h1 : ∑ S ∈ U.powerset, (-1) ^ crossings S (insert i U \ S) * pfOn A S *
          pfOn B (insert i U \ S) = ∑ j ∈ U, ∑ S ∈ (U.erase j).powerset,
        (-1) ^ below U j * B i j *
          ((-1) ^ crossings S (U.erase j \ S) * pfOn A S * pfOn B (U.erase j \ S)) := by
      rw [← Finset.sum_comm' (s := U.powerset) (t := fun S => U \ S)
        (by intro S j; simp only [mem_powerset, mem_sdiff, subset_erase]; tauto)]
      refine sum_congr rfl fun S hS => ?_
      have hSU := mem_powerset.1 hS
      have hiS : i ∉ S := fun h => hiU (hSU h)
      rw [insert_sdiff_of_notMem _ hiS,
        pfOn_insert B (fun k hk => hi k (mem_sdiff.1 hk).1), mul_sum]
      refine sum_congr rfl fun j hj => ?_
      have hT : U.erase j \ S = (U \ S).erase j := by
        ext k; simp only [mem_sdiff, mem_erase]; tauto
      have c1 := crossings_insert hiS (fun h => hiU (mem_sdiff.1 h).1 : i ∉ U \ S)
      have c2 := crossings_insert (mem_sdiff.1 hj).2 (notMem_erase j (U \ S))
      rw [insert_erase hj] at c2
      have e : crossings S (insert i (U \ S)) + below (U \ S) j + 2 * below S j =
          below U j + crossings S ((U \ S).erase j) + 2 * S.card := by
        have := split S hSU j
        have := zero S hSU
        omega
      have s := congrArg (fun n => (-1 : R) ^ n) e
      simp only [pow_add, pow_mul, neg_one_sq, one_pow, mul_one] at s
      rw [hT]
      linear_combination (B i j * pfOn A S * pfOn B ((U \ S).erase j)) * s
    -- the lowest level is paired through `A`
    have h2 : ∑ S ∈ U.powerset, (-1) ^ crossings (insert i S) (insert i U \ insert i S) *
          pfOn A (insert i S) * pfOn B (insert i U \ insert i S) =
        ∑ j ∈ U, ∑ S ∈ (U.erase j).powerset, (-1) ^ below U j * A i j *
          ((-1) ^ crossings S (U.erase j \ S) * pfOn A S * pfOn B (U.erase j \ S)) := by
      trans ∑ S ∈ U.powerset, ∑ j ∈ S, (-1) ^ below U j * A i j *
          ((-1) ^ crossings (S.erase j) (U \ S) * pfOn A (S.erase j) * pfOn B (U \ S))
      · refine sum_congr rfl fun S hS => ?_
        have hSU := mem_powerset.1 hS
        have hd : insert i U \ insert i S = U \ S := by
          ext k
          by_cases h : k = i
          · subst h; simp [hiU]
          · simp [h]
        rw [hd, pfOn_insert A (fun k hk => hi k (hSU hk)), mul_sum, sum_mul]
        refine sum_congr rfl fun j hj => ?_
        have c1 : crossings (insert i S) (U \ S) = below (U \ S) i + crossings S (U \ S) :=
          sum_insert fun h => hiU (hSU h)
        have c2 : below (U \ S) j + crossings (S.erase j) (U \ S) = crossings S (U \ S) :=
          add_sum_erase S (below (U \ S)) hj
        have e : crossings (insert i S) (U \ S) + below S j =
            below U j + crossings (S.erase j) (U \ S) := by
          have := split S hSU j
          have := zero (U \ S) sdiff_subset
          omega
        have s := congrArg (fun n => (-1 : R) ^ n) e
        simp only [pow_add] at s
        linear_combination (A i j * pfOn A (S.erase j) * pfOn B (U \ S)) * s
      · rw [Finset.sum_comm' (t' := U) (s' := fun j => U.powerset.filter (j ∈ ·))
          (by
            intro S j
            simp only [mem_powerset, mem_filter]
            exact ⟨fun h => ⟨h, h.1 h.2⟩, fun h => h.1⟩)]
        refine sum_congr rfl fun j hj => ?_
        refine Finset.sum_nbij' (fun S => S.erase j) (fun S => insert j S) ?_ ?_ ?_ ?_ ?_
        · intro S hS
          exact mem_powerset.2 (erase_subset_erase j (mem_powerset.1 (mem_filter.1 hS).1))
        · intro S hS
          have h := subset_erase.1 (mem_powerset.1 hS)
          exact mem_filter.2 ⟨mem_powerset.2 (insert_subset hj h.1), mem_insert_self _ _⟩
        · intro S hS
          exact insert_erase (mem_filter.1 hS).2
        · intro S hS
          exact erase_insert (subset_erase.1 (mem_powerset.1 hS)).2
        · intro S hS
          have hjS := (mem_filter.1 hS).2
          have hd : U.erase j \ S.erase j = U \ S := by
            ext k
            by_cases h : k = j
            · subst h; simp [hjS]
            · simp [h]
          simp only [hd]
    rw [pfOn_insert _ hi, sum_powerset_insert hiU, h1, h2, ← sum_add_distrib]
    refine sum_congr rfl fun j hj => ?_
    rw [ih j hj, mul_sum, ← sum_add_distrib]
    refine sum_congr rfl fun S _ => ?_
    rw [Matrix.add_apply]
    ring
```

## From crossings to labels

Odd Pfaffians vanish by the same induction.

```lean
/-- The Pfaffian on an odd number of levels vanishes. -/
theorem pfOn_odd (A : Matrix ι ι R) (S : Finset ι) : Odd S.card → pfOn A S = 0 := by
  induction S using pair_induction with
  | empty => simp
  | step i S hi ih =>
    intro h
    rw [card_insert_of_notMem fun h => lt_irrefl i (hi i h), Nat.odd_iff] at h
    rw [pfOn_insert A hi]
    refine sum_eq_zero fun j hj => ?_
    have := card_erase_add_one hj
    rw [ih j hj (Nat.odd_iff.2 (by omega)), mul_zero]
```

Order-preserving relabelling leaves the Pfaffian unchanged, which connects submatrices to the recursion on subsets.

```lean
/-- Relabelling levels in an order-preserving way does not change the Pfaffian. -/
theorem pfOn_submatrix (A : Matrix ι ι R) (f : κ ↪o ι) (S : Finset κ) :
    pfOn (A.submatrix f f) S = pfOn A (S.map f.toEmbedding) := by
  induction S using pair_induction with
  | empty => simp [pfOn_empty]
  | step i S hi ih =>
    have hf : ∀ k ∈ S.map f.toEmbedding, f.toEmbedding i < k := by
      intro k hk
      obtain ⟨a, ha, rfl⟩ := mem_map.1 hk
      exact f.lt_iff_lt.2 (hi a ha)
    rw [pfOn_insert _ hi, map_insert, pfOn_insert A hf, sum_map]
    refine sum_congr rfl fun j hj => ?_
    have hb : below (S.map f.toEmbedding) (f.toEmbedding j) = below S j := by
      simp only [below, card_filter, sum_map]
      exact sum_congr rfl fun k _ => by simp
    rw [ih j hj, map_erase, hb]
    rfl
```

In the sign conversion, `self` evaluates $c(S,S)$ and `total` counts the levels below each element of $S$. Since `Fin m` starts at zero, the label is `i.val + 1`.

```lean
/-- For an even-size set `S`, the crossing sign between `S` and its complement is fixed by
the sum of the labels in `S`, counted from one, and half the size of `S`. -/
theorem crossing_sign {m : ℕ} (S : Finset (Fin m)) (h : Even S.card) :
    (-1 : R) ^ crossings S Sᶜ = (-1) ^ ((∑ i ∈ S, (i.val + 1)) + S.card / 2) := by
  have self : ∀ T : Finset (Fin m), 2 * crossings T T + T.card = T.card * T.card := by
    intro T
    induction T using Finset.induction_on with
    | empty => simp [crossings]
    | insert a T ha ih =>
      have c1 : crossings (insert a T) (insert a T) =
          below (insert a T) a + crossings T (insert a T) := sum_insert ha
      have c2 : below (insert a T) a = below T a := by simp [below, filter_insert]
      have c3 := crossings_insert ha ha
      rw [card_insert_of_notMem ha]
      nlinarith
  have total : ∑ i ∈ S, (i.val + 1) = crossings S S + crossings S Sᶜ + S.card := by
    rw [sum_add_distrib, ← card_eq_sum_ones, crossings, crossings, ← sum_add_distrib]
    congr 1
    refine sum_congr rfl fun s _ => ?_
    have hs : (univ.filter (· < s)).card = s.val := by
      rw [show univ.filter (· < s) = Iio s by ext; simp, Fin.card_Iio]
    rw [← hs]
    simp only [below, card_filter]
    exact (sum_add_sum_compl S _).symm
  obtain ⟨k, hk⟩ := h
  have h1 := self S
  obtain ⟨q, hq⟩ : ∃ q, q = k * k := ⟨_, rfl⟩
  rw [hk, show (k + k) * (k + k) = 4 * q by rw [hq]; ring] at h1
  have e : (∑ i ∈ S, (i.val + 1)) + S.card / 2 = crossings S Sᶜ + 2 * (q + k) := by omega
  rw [e, pow_add, pow_mul, neg_one_sq, one_pow, mul_one]
```

The final theorem holds for every finite $m$, with `Sᶜ` as $T$. For odd $m$ both sides are zero. Its proof applies the crossing formula to all levels, discards odd $S$ and converts the remaining signs.

```lean
/-- Pfaffian of a sum: `Pf(A + B)` is the signed sum over even-size sets `S` of levels of
`Pf(A_S)` times the Pfaffian of `B` on the complementary levels. -/
theorem pfaffian_add {m : ℕ} (A B : Matrix (Fin m) (Fin m) R) :
    pfaffian (A + B) = ∑ S : Finset (Fin m) with Even S.card,
      (-1) ^ ((∑ i ∈ S, (i.val + 1)) + S.card / 2) *
        pfaffian (block A S) * pfaffian (block B Sᶜ) := by
  have hb : ∀ (M : Matrix (Fin m) (Fin m) R) S, pfaffian (block M S) = pfOn M S := by
    intro M S
    rw [pfaffian, block, pfOn_submatrix]
    congr 1
    exact Finset.coe_injective (by simp)
  rw [pfaffian, pfOn_add, powerset_univ, sum_filter]
  refine sum_congr rfl fun S _ => ?_
  rw [← compl_eq_univ_sdiff]
  split_ifs with h
  · rw [hb, hb, crossing_sign S h]
  · rw [pfOn_odd A S (Nat.not_even_iff_odd.1 h), mul_zero, zero_mul]
```

For four levels, the recursive definition gives the familiar sum over three pairings.

```lean
/-- For four levels the Pfaffian is the signed sum over the three pairings. -/
theorem pfaffian_four (A : Matrix (Fin 4) (Fin 4) R) :
    pfaffian A = A 0 1 * A 2 3 - A 0 2 * A 1 3 + A 0 3 * A 1 2 := by
  have pair : ∀ i j : Fin 4, i < j → pfOn A {i, j} = A i j := by
    intro i j h
    rw [pfOn_insert A (by simpa using h)]
    simp [below, filter_singleton, pfOn_empty]
  have hu : (univ : Finset (Fin 4)) = insert 0 {1, 2, 3} := by decide
  have e1 : ({1, 2, 3} : Finset (Fin 4)).erase 1 = {2, 3} := by decide
  have e2 : ({1, 2, 3} : Finset (Fin 4)).erase 2 = {1, 3} := by decide
  have e3 : ({1, 2, 3} : Finset (Fin 4)).erase 3 = {1, 2} := by decide
  have b1 : below ({1, 2, 3} : Finset (Fin 4)) 1 = 0 := by decide
  have b2 : below ({1, 2, 3} : Finset (Fin 4)) 2 = 1 := by decide
  have b3 : below ({1, 2, 3} : Finset (Fin 4)) 3 = 2 := by decide
  rw [pfaffian, hu, pfOn_insert A (by decide), sum_insert (by decide),
    sum_insert (by decide), sum_singleton, e1, e2, e3, b1, b2, b3,
    pair 2 3 (by decide), pair 1 3 (by decide), pair 1 2 (by decide)]
  ring

end

end PfaffianOfSum
```

```lean
#print axioms PfaffianOfSum.pfaffian_add
#print axioms PfaffianOfSum.pfaffian_four
```

```
'PfaffianOfSum.pfaffian_add' depends on axioms: [propext, Classical.choice, Quot.sound]
'PfaffianOfSum.pfaffian_four' depends on axioms: [propext, Classical.choice, Quot.sound]
```
